# For T1 > 0, the Barrett inverse permittivity has a positive zero exactly when T1 < 2T0

## A Curie–Weiss fit can predict a transition that never comes

Suppose the permittivity of a paraelectric crystal is measured at high temperature and fitted with the Curie–Weiss law C/(T − T0), where C is a positive constant. If the fit gives a positive T0, extrapolation says that the permittivity diverges at T0 and that the crystal becomes ferroelectric there. For a crystal that follows Barrett's formula this is wrong. The divergence, if there is one, lies below T0, and there may be none at any positive temperature. A positive T0 therefore does not settle whether the crystal orders. A second temperature, T1, has to be compared with it.

## Zero-point motion enters through an effective temperature

A classical harmonic oscillator in thermal equilibrium has mean energy k_B T, where k_B is Boltzmann's constant. A quantum oscillator of angular frequency ω has mean energy (ħω/2) coth(ħω/(2 k_B T)). Set T1 = ħω/k_B and divide this energy by k_B. The result is an effective temperature,

Θ(T) = (T1/2) coth(T1/(2T)).

Barrett's formula puts Θ(T) where the Curie–Weiss law has T. The soft-mode part of the permittivity is then C/D(T), with

D(T) = Θ(T) − T0.

For T much larger than T1, Θ(T) is close to T and the Curie–Weiss law returns. On cooling, Θ(T) levels off at the zero-point value T1/2, while a classical crystal would continue down to zero. The parameter T1 measures the strength of the quantum fluctuations, and T0, when positive, is the temperature at which the crystal would become unstable without them.

## The threshold lies at T1 = 2T0

Let T1 > 0. Then D(T) > 0 for every T > 0 exactly when 2T0 ≤ T1. If instead T1 < 2T0, then D has exactly one positive zero,

Tc = T1 / log((2T0 + T1)/(2T0 − T1)).

In that second case D is negative at positive temperatures below Tc, and Tc < T0.

In Lean, Θ(T) is `effectiveTemperature T1 T`, with coth written as cosh divided by sinh. D(T) is `inversePermittivity T0 T1 T`, and Tc is `transitionTemperature T0 T1`. All temperatures are real numbers in one common unit, and the factor 1/C is left out because it is positive and changes neither signs nor zeros.

The main theorem is `barrett_criterion`. Its first part is the equivalence between positivity at all T > 0 and `2 * T0 ≤ T1`. Its second part assumes `T1 < 2 * T0` and says that Tc is positive and that, for T > 0, D(T) = 0 holds if and only if T = Tc. The only standing hypothesis is `0 < T1`, which says that the oscillator has a nonzero frequency. T0 may be any real number: a zero or negative T0 falls under the first case, and T1 < 2T0 forces T0 to be positive.

Barrett's formula itself is taken as given, with T0 and T1 independent of temperature and no background permittivity. The ω behind T1 is thus a fixed effective frequency, not the observed soft-mode frequency, which falls as the crystal approaches the instability. Calling Tc the transition temperature presumes a continuous transition, located where the paraelectric phase loses stability. A first-order transition could occur before D reaches zero. Below Tc the negative sign of D marks the instability, but the formula does not describe the ordered phase.

The result bears on simulation practice: within this mean-field model with a single fixed frequency, treating the nuclei classically replaces Θ(T) by T. For T0 > 0 this puts the transition at T0, whereas the quantum transition lies lower or does not occur at any positive temperature.

## Splitting off the zero-point part

Write u = T1/(2T) and E = exp(u), so that E² = exp(T1/T). Then

coth u = (E + 1/E)/(E − 1/E) = (E² + 1)/(E² − 1) = 1 + 2/(E² − 1).

Multiplication by T1/2 gives

Θ(T) = T1/2 + T1/(exp(T1/T) − 1).

The first term is the zero-point part. The second is T1 times the Bose–Einstein occupation of the oscillator.

Three facts follow for T > 0. First, exp(T1/T) > 1, so the second term is positive and Θ(T) > T1/2. Secondly, if 0 < S < T, then T1/T < T1/S, hence

0 < exp(T1/T) − 1 < exp(T1/S) − 1.

The Bose term is therefore larger at T than at S, and D increases strictly. Thirdly, as T falls to zero, T1/T grows without bound and the Bose term vanishes, so D(T) tends to T1/2 − T0.

## Solving for the zero

If 2T0 ≤ T1, the zero-point bound is enough:

D(T) > T1/2 − T0 ≥ 0.

At equality, T1 = 2T0, D is still positive at every positive temperature, but it tends to zero on cooling.

Now let T1 < 2T0. The condition D(T) = 0 reads

T1/(exp(T1/T) − 1) = (2T0 − T1)/2.

Both sides are positive, so it can be solved for the exponential:

exp(T1/T) = 1 + 2T1/(2T0 − T1) = (2T0 + T1)/(2T0 − T1).

The right-hand side exceeds 1, so its logarithm is positive, and T = Tc is a positive solution. Since D increases strictly, there is no other, and D(T) < 0 = D(Tc) holds exactly when T < Tc. The existence of this zero also completes the criterion: if D is positive at all T > 0, then T1 < 2T0 is impossible.

To compare Tc with T0, set x = T1/(2T0), which lies between 0 and 1. The argument of the logarithm is (1 + x)/(1 − x), and

log((1 + x)/(1 − x)) = 2(x + x³/3 + x⁵/5 + …) > 2x.

Therefore

Tc = T1/log((1 + x)/(1 − x)) < T1/(2x) = T0.

## The criterion in Lean

```lean
import Mathlib

open Filter Topology

namespace BarrettSoftMode

noncomputable section

/-- Barrett's effective temperature `(T1/2) coth (T1/(2T))` of a quantum soft mode,
for `T > 0` and `T1 > 0`. -/
def effectiveTemperature (T1 T : ℝ) : ℝ :=
  T1 / 2 * (Real.cosh (T1 / (2 * T)) / Real.sinh (T1 / (2 * T)))

/-- The Barrett inverse permittivity, up to a constant positive factor,
for `T > 0` and `T1 > 0`. -/
def inversePermittivity (T0 T1 T : ℝ) : ℝ :=
  effectiveTemperature T1 T - T0

/-- The transition temperature `T1 / log ((2 T0 + T1)/(2 T0 - T1))`,
for `0 < T1 < 2 T0`. -/
def transitionTemperature (T0 T1 : ℝ) : ℝ :=
  T1 / Real.log ((2 * T0 + T1) / (2 * T0 - T1))

/-- The effective temperature is a zero-point part `T1/2` plus `T1` times the
Bose-Einstein occupation of the mode. -/
theorem effectiveTemperature_eq_bose {T1 T : ℝ} (h1 : 0 < T1) (hT : 0 < T) :
    effectiveTemperature T1 T = T1 / 2 + T1 / (Real.exp (T1 / T) - 1) := by
  have hd : Real.exp (T1 / T) - 1 ≠ 0 :=
    (sub_pos.2 (Real.one_lt_exp_iff.2 (div_pos h1 hT))).ne'
  have hE : 2 * Real.exp (T1 / (2 * T)) ≠ 0 := by positivity
  have hsq : Real.exp (T1 / (2 * T)) * Real.exp (T1 / (2 * T)) = Real.exp (T1 / T) := by
    rw [← Real.exp_add]
    congr 1
    ring
  have hinv : Real.exp (-(T1 / (2 * T))) * Real.exp (T1 / (2 * T)) = 1 := by
    rw [← Real.exp_add, neg_add_cancel, Real.exp_zero]
  -- write both hyperbolic functions over the common denominator 2 exp (T1/(2T))
  have hc : Real.cosh (T1 / (2 * T))
      = (Real.exp (T1 / T) - 1 + 2) / (2 * Real.exp (T1 / (2 * T))) := by
    rw [Real.cosh_eq, eq_div_iff hE]
    linear_combination hsq + hinv
  have hs : Real.sinh (T1 / (2 * T))
      = (Real.exp (T1 / T) - 1) / (2 * Real.exp (T1 / (2 * T))) := by
    rw [Real.sinh_eq, eq_div_iff hE]
    linear_combination hsq - hinv
  rw [effectiveTemperature, hc, hs, div_div_div_cancel_right₀ hE, add_div, div_self hd]
  ring

/-- At every positive temperature the effective temperature exceeds its
zero-point part `T1/2`. -/
theorem zeroPoint_lt_effectiveTemperature {T1 T : ℝ} (h1 : 0 < T1) (hT : 0 < T) :
    T1 / 2 < effectiveTemperature T1 T := by
  rw [effectiveTemperature_eq_bose h1 hT]
  have h := div_pos h1 (sub_pos.2 (Real.one_lt_exp_iff.2 (div_pos h1 hT)))
  linarith

/-- The inverse permittivity increases strictly with temperature. -/
theorem inversePermittivity_strictMonoOn (T0 : ℝ) {T1 : ℝ} (h1 : 0 < T1) :
    StrictMonoOn (inversePermittivity T0 T1) (Set.Ioi 0) := by
  intro S hS T hT hST
  have hS' : 0 < S := hS
  have hT' : 0 < T := hT
  have hexp : Real.exp (T1 / T) < Real.exp (T1 / S) :=
    Real.exp_lt_exp.2 (div_lt_div_of_pos_left h1 hS' hST)
  have hpos : 0 < Real.exp (T1 / T) - 1 :=
    sub_pos.2 (Real.one_lt_exp_iff.2 (div_pos h1 hT'))
  have h := div_lt_div_of_pos_left h1 hpos (sub_lt_sub_right hexp 1)
  rw [inversePermittivity, inversePermittivity, effectiveTemperature_eq_bose h1 hS',
    effectiveTemperature_eq_bose h1 hT']
  linarith

/-- On cooling towards absolute zero the inverse permittivity tends to `T1/2 - T0`. -/
theorem inversePermittivity_tendsto_zero (T0 : ℝ) {T1 : ℝ} (h1 : 0 < T1) :
    Tendsto (inversePermittivity T0 T1) (𝓝[>] 0) (𝓝 (T1 / 2 - T0)) := by
  have ha : Tendsto (fun T : ℝ => T1 / T) (𝓝[>] 0) atTop := by
    simpa only [div_eq_mul_inv] using
      (tendsto_inv_nhdsGT_zero (𝕜 := ℝ)).const_mul_atTop h1
  have hb : Tendsto (fun T : ℝ => Real.exp (T1 / T) - 1) (𝓝[>] 0) atTop := by
    simpa only [sub_eq_add_neg, Function.comp_def] using
      tendsto_atTop_add_const_right _ (-1 : ℝ) (Real.tendsto_exp_atTop.comp ha)
  -- the thermal occupation freezes out
  have hc := ((hb.const_div_atTop T1).const_add (T1 / 2)).sub_const T0
  rw [add_zero] at hc
  refine hc.congr' ?_
  filter_upwards [self_mem_nhdsWithin] with T hT
  rw [inversePermittivity, effectiveTemperature_eq_bose h1 hT]

/-- For `0 < T1 < 2 T0` the transition temperature is positive and the inverse
permittivity vanishes there. -/
theorem transitionTemperature_spec {T0 T1 : ℝ} (h1 : 0 < T1) (h : T1 < 2 * T0) :
    0 < transitionTemperature T0 T1 ∧
      inversePermittivity T0 T1 (transitionTemperature T0 T1) = 0 := by
  have hd : 0 < 2 * T0 - T1 := by linarith
  have hR : 1 < (2 * T0 + T1) / (2 * T0 - T1) := (one_lt_div hd).2 (by linarith)
  have hL := Real.log_pos hR
  have hTc : 0 < transitionTemperature T0 T1 := div_pos h1 hL
  refine ⟨hTc, ?_⟩
  have hcancel : ∀ L : ℝ, L ≠ 0 → T1 / (T1 / L) = L := by
    intro L hL
    field_simp
  have hhalf : ∀ δ : ℝ, δ ≠ 0 → T1 / (2 * T1 / δ) = δ / 2 := by
    intro δ hδ
    field_simp
  have hsub : (2 * T0 + T1) / (2 * T0 - T1) - 1 = 2 * T1 / (2 * T0 - T1) := by
    rw [eq_div_iff hd.ne', sub_mul, div_mul_cancel₀ _ hd.ne']
    ring
  -- at the transition, exp (T1/T) equals the argument of the logarithm
  rw [inversePermittivity, effectiveTemperature_eq_bose h1 hTc, transitionTemperature,
    hcancel _ hL.ne', Real.exp_log (by linarith), hsub, hhalf _ hd.ne']
  ring

/-- The Barrett inverse permittivity is positive at all `T > 0` exactly when `2 T0 ≤ T1`;
otherwise it vanishes at one positive temperature only, the transition temperature. -/
theorem barrett_criterion (T0 : ℝ) {T1 : ℝ} (h1 : 0 < T1) :
    ((∀ T, 0 < T → 0 < inversePermittivity T0 T1 T) ↔ 2 * T0 ≤ T1) ∧
    (T1 < 2 * T0 → 0 < transitionTemperature T0 T1 ∧
      ∀ T, 0 < T → (inversePermittivity T0 T1 T = 0 ↔ T = transitionTemperature T0 T1)) := by
  refine ⟨⟨fun hpos => ?_, fun h T hT => ?_⟩, fun h => ?_⟩
  · by_contra hlt
    obtain ⟨hTc, hz⟩ := transitionTemperature_spec h1 (not_le.1 hlt)
    exact (hpos _ hTc).ne' hz
  · have hzp := zeroPoint_lt_effectiveTemperature h1 hT
    rw [inversePermittivity]
    linarith
  · obtain ⟨hTc, hz⟩ := transitionTemperature_spec h1 h
    refine ⟨hTc, fun T hT => ⟨fun hD => ?_, fun hD => by rw [hD, hz]⟩⟩
    exact (inversePermittivity_strictMonoOn T0 h1).injOn hT hTc (hD.trans hz.symm)

/-- For `0 < T1 < 2 T0` the inverse permittivity is negative exactly below the
transition temperature. -/
theorem inversePermittivity_neg_iff {T0 T1 T : ℝ} (h1 : 0 < T1) (h : T1 < 2 * T0)
    (hT : 0 < T) :
    inversePermittivity T0 T1 T < 0 ↔ T < transitionTemperature T0 T1 := by
  obtain ⟨hTc, hz⟩ := transitionTemperature_spec h1 h
  rw [← (inversePermittivity_strictMonoOn T0 h1).lt_iff_lt hT hTc, hz]

/-- For `0 < T1 < 2 T0` the transition temperature lies strictly below the classical
Curie-Weiss temperature `T0`. -/
theorem transitionTemperature_lt_classical {T0 T1 : ℝ} (h1 : 0 < T1) (h : T1 < 2 * T0) :
    transitionTemperature T0 T1 < T0 := by
  have h0 : 0 < T0 := by linarith
  have hd : 0 < 2 * T0 - T1 := by linarith
  obtain ⟨x, hx⟩ : ∃ x : ℝ, x = T1 / (2 * T0) := ⟨_, rfl⟩
  have hx0 : 0 < x := by rw [hx]; positivity
  have hx1 : x < 1 := by rw [hx]; exact (div_lt_one (by positivity)).2 h
  have hT1 : T1 = 2 * T0 * x := by
    rw [hx]
    field_simp
  have hR : (1 + x) / (1 - x) = (2 * T0 + T1) / (2 * T0 - T1) := by
    rw [div_eq_div_iff (by linarith) hd.ne']
    linear_combination (-2) * hT1
  -- the first two terms of the logarithmic series bound it from below
  have hs := sum_le_hasSum (Finset.range 2) (fun k _ => by positivity)
    (Real.hasSum_log_sub_log_of_abs_lt_one (abs_lt.2 ⟨by linarith, hx1⟩))
  rw [← Real.log_div (by linarith) (by linarith), hR] at hs
  norm_num [Finset.sum_range_succ] at hs
  have hx3 : 0 < x ^ 3 := by positivity
  have hlog : 2 * x < Real.log ((2 * T0 + T1) / (2 * T0 - T1)) := by linarith
  rw [transitionTemperature, div_lt_iff₀ (by linarith)]
  have hm := mul_lt_mul_of_pos_left hlog h0
  linarith

end

end BarrettSoftMode
```

```lean
#print axioms BarrettSoftMode.inversePermittivity_tendsto_zero
-- 'BarrettSoftMode.inversePermittivity_tendsto_zero' depends on axioms: [propext, Classical.choice, Quot.sound]
#print axioms BarrettSoftMode.barrett_criterion
-- 'BarrettSoftMode.barrett_criterion' depends on axioms: [propext, Classical.choice, Quot.sound]
#print axioms BarrettSoftMode.inversePermittivity_neg_iff
-- 'BarrettSoftMode.inversePermittivity_neg_iff' depends on axioms: [propext, Classical.choice, Quot.sound]
#print axioms BarrettSoftMode.transitionTemperature_lt_classical
-- 'BarrettSoftMode.transitionTemperature_lt_classical' depends on axioms: [propext, Classical.choice, Quot.sound]
```

## The Bose form carries most of the proof

`effectiveTemperature_eq_bose` establishes the split into zero-point and thermal parts. The auxiliary statements `hsq` and `hinv` are E·E = exp(T1/T) and (1/E)·E = 1. With them, `hc` and `hs` write cosh and sinh over the common denominator 2E. The denominator cancels in the quotient, `add_div` separates the 1 from the term 2/(E² − 1), and `ring` multiplies by T1/2.

The three facts drawn from this form are separate theorems. `zeroPoint_lt_effectiveTemperature` uses only that the Bose term is positive. `inversePermittivity_strictMonoOn` states strict growth on `Set.Ioi 0`, the positive half-line. It applies `div_lt_div_of_pos_left` twice, because a larger positive denominator gives a smaller quotient: once for T1/T < T1/S and once for the Bose terms.

`inversePermittivity_tendsto_zero` follows the limit in stages: `ha` sends T1/T to infinity, `hb` does the same for exp(T1/T) − 1, and `hc` sends the Bose term to zero. The filter `𝓝[>] 0` means that zero is approached from above. This leaves out T = 0, where Lean's convention for division by zero gives D the value −T0, and also negative T, from which D would tend to −T1/2 − T0. Neither value is the limit in the theorem. The criterion does not use this theorem.

## An explicit zero replaces a continuity argument

`transitionTemperature_spec` inserts Tc into the Bose form. The step `hcancel` turns T1/Tc back into the logarithm, and `Real.exp_log` removes the exponential. By `hsub`, subtracting 1 from the ratio leaves 2T1/(2T0 − T1), and `hhalf` reduces the Bose term to (2T0 − T1)/2. What remains is

T1/2 + (2T0 − T1)/2 − T0 = 0,

which `ring` closes. Because the zero is given by a formula, no intermediate-value theorem is needed.

`barrett_criterion` then has three short branches. If D is positive everywhere but 2T0 ≤ T1 fails, the value D(Tc) = 0 gives a contradiction. If 2T0 ≤ T1 holds, the zero-point bound gives positivity. For uniqueness, strict monotonicity makes D injective on the positive half-line (`injOn`), so two positive temperatures with D = 0 must coincide. `inversePermittivity_neg_iff` uses the same monotonicity to rewrite T < Tc as D(T) < D(Tc), and D(Tc) is 0.

## Two terms of the series give the strict bound

`transitionTemperature_lt_classical` introduces x and proves in `hR` that (1 + x)/(1 − x) is the ratio inside the logarithm. Mathlib supplies the series for log(1 + x) − log(1 − x), and all its terms are nonnegative here. `sum_le_hasSum` therefore bounds the logarithm from below by the first two terms:

2x + 2x³/3 ≤ log((1 + x)/(1 − x)).

This lemma gives only a weak inequality, so the first term alone would yield 2x ≤ log. The second term is positive (`hx3`) and makes the bound strict, which is the content of `hlog`. Multiplying by T0 and using T1 = 2T0·x gives T1 < T0 · log((2T0 + T1)/(2T0 − T1)). This is the claim Tc < T0 after `div_lt_iff₀` has cleared the denominator.
